# Matching p through order n+1 at R leaves a jump of half that of p⁽ⁿ⁺²⁾ in the n-th derivative of the inverted pseudopotential

## Two smooth functions in place of one glued function

In the Kerker and Troullier-Martins constructions, the screened norm-conserving pseudopotential is pieced together at a core radius $R$: a constructed potential inside, the all-electron one outside. This could be described by a single piecewise function with one-sided derivatives at $R$. Here it is described by two versions of $p=\ln(u/r^{l+1})$, where $u$ is the radial function for angular momentum $l$: $p_1$ for the inside and $p_2$ for the outside, each smooth in a full neighbourhood of $R$. Each gives its own potential, and the jump of a derivative at the seam is the difference of two ordinary derivatives at $R$. The factor one half in the title holds in Hartree atomic units.

## From the wavefunction to the potential

For angular momentum $l$ and reference energy $E$, write the radial function near $R$ as

$$u(r) = r^{l+1} e^{p(r)} .$$

Inside, $p$ is the function chosen in the construction. Outside, it is the logarithm of $u/r^{l+1}$ for the all-electron $u$, whose sign is chosen positive near $R$, where it must have no node. An additive constant in $p$ only rescales $u$.

Differentiating twice gives

$$\frac{u'}{u} = \frac{l+1}{r} + p', \qquad
\frac{u''}{u} = \Big(\frac{l+1}{r}+p'\Big)^2 - \frac{l+1}{r^2} + p''
= \frac{l(l+1)}{r^2} + \frac{2(l+1)}{r}p' + p'^2 + p'' .$$

In Hartree atomic units the radial equation is $-\tfrac12 u'' + \big(\tfrac{l(l+1)}{2r^2} + V\big)u = Eu$. Solving for $V$ cancels the centrifugal term:

$$V = E + \frac{(l+1)p'}{r} + \frac{p'' + p'^2}{2} .$$

This is the screened potential, before the Hartree and exchange-correlation parts of the valence electrons are subtracted.

## The jump at the core radius

Let $V_1, V_2$ be the potentials of $p_1, p_2$, with the same $l$ and $E$. Suppose both functions are $n+2$ times continuously differentiable near $R>0$ and

$$p_1^{(j)}(R) = p_2^{(j)}(R), \qquad 1 \le j \le n+1 .$$

Then $V_1^{(k)}(R) = V_2^{(k)}(R)$ for all $k<n$, and

$$V_1^{(n)}(R) - V_2^{(n)}(R) = \tfrac12\big(p_1^{(n+2)}(R) - p_2^{(n+2)}(R)\big).$$

The values $p_1(R)$ and $p_2(R)$ need not agree, because $V$ contains only derivatives of $p$. Their equality is what makes $u$ itself continuous.

To derive this, put $g(r) = (l+1)/r$ and apply the Leibniz rule to $p'g$ and $p'p'$. At $R$,

$$V^{(k)} = E\,\delta_{k0} + \sum_{i=0}^{k}\binom{k}{i} p^{(i+1)} g^{(k-i)}
+ \frac12\Big(p^{(k+2)} + \sum_{i=0}^{k}\binom{k}{i} p^{(i+1)}p^{(k-i+1)}\Big).$$

Both sums contain only derivatives of $p$ of orders $1$ to $k+1$. For $k\le n$ these agree for $p_1$ and $p_2$, so subtraction leaves

$$V_1^{(k)}(R) - V_2^{(k)}(R) = \tfrac12\big(p_1^{(k+2)}(R) - p_2^{(k+2)}(R)\big).$$

If $k<n$, then $k+2\le n+1$ and the right side vanishes. If $k=n$, it is the stated jump. For $n=0$ there are no lower derivatives to compare, and the potential itself may jump.

## Kerker, Troullier-Martins and arbitrary jumps

Kerker matching makes $p'$ and $p''$ agree, which is $n=1$: the potential is continuous and its slope jumps by half the jump of $p'''$. Troullier-Martins matching goes through the fourth derivative, which is $n=3$: the potential is continuous through its second derivative, and the third jumps by half the jump of $p^{(5)}$.

The matching conditions alone do not restrict the size of the jump. Adding $c(r-R)^{n+2}$ to $p$ changes no derivative at $R$ up to order $n+1$ and changes the next by $c(n+2)!$. The $n$-th derivative of $V$ therefore shifts by $c(n+2)!/2$, and a suitable $c$ produces any real number.

For a single channel $l$ at one reference energy, the result tells someone generating a pseudopotential how smooth the screened potential is at the core radius, which affects the decay of its Fourier components at large wavevectors.

## Reading the Lean statement

`radialWave l p` is $u$ and `invertedPotential l E p` is $V$. The expression `iteratedDeriv k f R` is the $k$-th derivative of $f$ at $R$, and `ContDiffAt ℝ (n + 2 : ℕ) p₁ R` is the smoothness assumption on $p_1$. In `potential_jump`, the hypothesis `h` is the matching condition for orders $1$ to $n+1$. The assumption `0 < R` reflects the range of a radius; the proofs use only $R\ne0$.

The two method names refer to matching conditions. Norm conservation, the polynomial forms of $p$ and the Troullier-Martins condition on the curvature at the origin do not enter, and neither does the existence of coefficients satisfying them. In particular, the added power above shows only what the matching at $R$ allows. For $n=1$ and $n=3$ and any $c\ne0$, adding it to the inner $p$ of the corresponding construction changes the norm inside $R$, since $(r-R)^{n+2}$ is negative there. It also brings in a term linear in $r$, which neither polynomial contains and which gives $V$ a $1/r$ singularity at the origin.

```lean
import Mathlib

open Filter Topology

namespace PseudopotentialMatching

noncomputable section

/-- The radial pseudo-wavefunction `u(r) = r^(l+1) exp(p(r))`. -/
def radialWave (l : ℕ) (p : ℝ → ℝ) (r : ℝ) : ℝ :=
  r ^ (l + 1) * Real.exp (p r)

/-- The screened pseudopotential `E + (l+1) p'/r + (p'' + p'^2)/2`, for `r ≠ 0`. -/
def invertedPotential (l : ℕ) (E : ℝ) (p : ℝ → ℝ) (r : ℝ) : ℝ :=
  E + (l + 1) * deriv p r / r + (deriv (deriv p) r + deriv p r ^ 2) / 2

/-- If `p` is of class `C^(k+1)` near `R`, then its derivative is of class `C^k` near `R`. -/
lemma contDiffAt_deriv {k : ℕ} {p : ℝ → ℝ} {R : ℝ}
    (hp : ContDiffAt ℝ (k + 1 : ℕ) p R) : ContDiffAt ℝ k (deriv p) R := by
  have h : ContDiffAt ℝ k (fderiv ℝ p) R := hp.fderiv_right (by simp)
  have e : deriv p = fun x => fderiv ℝ p x 1 := funext fun _ => rfl
  rw [e]
  exact h.clm_apply contDiffAt_const

/-- For `r > 0` and `p` twice continuously differentiable near `r`, the pseudo-wavefunction
solves the radial Schrödinger equation at energy `E` in the inverted potential. -/
theorem radial_schrodinger (l : ℕ) (E : ℝ) {p : ℝ → ℝ} {r : ℝ} (hr : 0 < r)
    (hp : ContDiffAt ℝ 2 p r) :
    -(1 / 2) * deriv (deriv (radialWave l p)) r
      + (l * (l + 1) / (2 * r ^ 2) + invertedPotential l E p r) * radialWave l p r
      = E * radialWave l p r := by
  have hr0 : r ≠ 0 := hr.ne'
  -- the logarithmic derivative of `u` is `(l+1)/s + p'`
  have hu : ∀ s : ℝ, s ≠ 0 → DifferentiableAt ℝ p s →
      HasDerivAt (radialWave l p)
        (radialWave l p s * (((l : ℝ) + 1) / s + deriv p s)) s := by
    intro s hs hps
    have h := (hasDerivAt_pow (l + 1) s).fun_mul hps.hasDerivAt.exp
    refine h.congr_deriv ?_
    have e : s ^ (l + 1) * (((l : ℝ) + 1) / s) = (l + 1) * s ^ l := by
      rw [pow_succ]
      field_simp
    simp only [radialWave, Nat.add_sub_cancel]
    push_cast
    linear_combination (-Real.exp (p s)) * e
  have hev : deriv (radialWave l p) =ᶠ[𝓝 r]
      fun s => radialWave l p s * (((l : ℝ) + 1) / s + deriv p s) := by
    filter_upwards [hp.eventually (by simp), eventually_ne_nhds hr0] with s hs hs0
    exact (hu s hs0 (hs.differentiableAt (by norm_num))).deriv
  have h1 : ContDiffAt ℝ (1 : ℕ) (deriv p) r :=
    contDiffAt_deriv (k := 1) (by exact_mod_cast hp)
  have hd : HasDerivAt (deriv p) (deriv (deriv p) r) r :=
    (h1.differentiableAt (by norm_num)).hasDerivAt
  -- differentiate once more and collect terms
  have h2 := (hu r hr0 (hp.differentiableAt (by norm_num))).fun_mul
    (((hasDerivAt_const r ((l : ℝ) + 1)).fun_div (hasDerivAt_id' r) hr0).fun_add hd)
  rw [hev.deriv_eq, h2.deriv]
  unfold invertedPotential
  field_simp
  ring

/-- A constant factor passes through derivatives of every order. -/
lemma iteratedDeriv_scale (k : ℕ) (c : ℝ) (f : ℝ → ℝ) :
    iteratedDeriv k (fun x => c * f x) = fun x => c * iteratedDeriv k f x := by
  induction k with
  | zero => simp [iteratedDeriv_zero]
  | succ k ih =>
    rw [iteratedDeriv_succ, ih, iteratedDeriv_succ]
    funext x
    exact deriv_const_mul_field c

/-- At `R > 0`, for `p` of class `C^(k+2)` near `R`, the `k`-th derivative of the potential is half
the `(k+2)`-th derivative of `p`, plus the `k`-th derivative of the constant `E`, plus terms with
derivatives of `p` of orders `1` to `k+1`. -/
theorem iteratedDeriv_invertedPotential (l k : ℕ) (E : ℝ) {p : ℝ → ℝ} {R : ℝ} (hR : 0 < R)
    (hp : ContDiffAt ℝ (k + 2 : ℕ) p R) :
    iteratedDeriv k (invertedPotential l E p) R =
      iteratedDeriv k (fun _ : ℝ => E) R
      + ∑ i ∈ Finset.range (k + 1), (k.choose i : ℝ) * iteratedDeriv (i + 1) p R
          * iteratedDeriv (k - i) (fun r : ℝ => ((l : ℝ) + 1) / r) R
      + 1 / 2 * (iteratedDeriv (k + 2) p R
        + ∑ i ∈ Finset.range (k + 1), (k.choose i : ℝ) * iteratedDeriv (i + 1) p R
          * iteratedDeriv (k - i + 1) p R) := by
  have h1 : ContDiffAt ℝ (k + 1 : ℕ) (deriv p) R := contDiffAt_deriv hp
  have h2 : ContDiffAt ℝ k (deriv (deriv p)) R := contDiffAt_deriv h1
  have h1' : ContDiffAt ℝ k (deriv p) R := h1.of_le (by exact_mod_cast Nat.le_succ k)
  have hE : ContDiffAt ℝ k (fun _ : ℝ => E) R := contDiffAt_const
  have hg : ContDiffAt ℝ k (fun r : ℝ => ((l : ℝ) + 1) / r) R :=
    contDiffAt_const.div contDiffAt_id hR.ne'
  have ha : ContDiffAt ℝ k (deriv p * fun r : ℝ => ((l : ℝ) + 1) / r) R := h1'.mul hg
  have hb : ContDiffAt ℝ k (deriv p * deriv p) R := h1'.mul h1'
  have hab : ContDiffAt ℝ k
      ((fun _ : ℝ => E) + deriv p * fun r : ℝ => ((l : ℝ) + 1) / r) R := hE.add ha
  have hc : ContDiffAt ℝ k
      (fun r => (1 / 2 : ℝ) * (deriv (deriv p) + deriv p * deriv p) r) R :=
    contDiffAt_const.mul (h2.add hb)
  have hV : invertedPotential l E p =
      ((fun _ : ℝ => E) + deriv p * fun r : ℝ => ((l : ℝ) + 1) / r)
      + fun r => (1 / 2 : ℝ) * (deriv (deriv p) + deriv p * deriv p) r := by
    funext r
    simp only [invertedPotential, Pi.add_apply, Pi.mul_apply]
    ring
  have e : iteratedDeriv (k + 2) p = iteratedDeriv k (deriv (deriv p)) := by
    rw [iteratedDeriv_succ', iteratedDeriv_succ']
  -- Leibniz rule for the two products
  rw [hV, iteratedDeriv_add hab hc, iteratedDeriv_add hE ha, iteratedDeriv_scale]
  beta_reduce
  rw [iteratedDeriv_add h2 hb, iteratedDeriv_mul h1' hg, iteratedDeriv_mul h1' h1', e]
  simp only [iteratedDeriv_succ']

/-- Let `p₁`, `p₂` be of class `C^(n+2)` near `R > 0` with equal derivatives of orders `1` to
`n+1` at `R`. Then the potentials agree at `R` in all derivatives below order `n`, and their
`n`-th derivatives differ by half the difference of the `(n+2)`-th derivatives of `p₁`, `p₂`. -/
theorem potential_jump (l n : ℕ) (E : ℝ) {p₁ p₂ : ℝ → ℝ} {R : ℝ} (hR : 0 < R)
    (h₁ : ContDiffAt ℝ (n + 2 : ℕ) p₁ R) (h₂ : ContDiffAt ℝ (n + 2 : ℕ) p₂ R)
    (h : ∀ j, 1 ≤ j → j ≤ n + 1 → iteratedDeriv j p₁ R = iteratedDeriv j p₂ R) :
    (∀ k < n, iteratedDeriv k (invertedPotential l E p₁) R
      = iteratedDeriv k (invertedPotential l E p₂) R) ∧
    iteratedDeriv n (invertedPotential l E p₁) R - iteratedDeriv n (invertedPotential l E p₂) R
      = (iteratedDeriv (n + 2) p₁ R - iteratedDeriv (n + 2) p₂ R) / 2 := by
  have key : ∀ k ≤ n, iteratedDeriv k (invertedPotential l E p₁) R
      - iteratedDeriv k (invertedPotential l E p₂) R
      = (iteratedDeriv (k + 2) p₁ R - iteratedDeriv (k + 2) p₂ R) / 2 := by
    intro k hk
    have hle : ((k + 2 : ℕ) : WithTop ℕ∞) ≤ (n + 2 : ℕ) := by
      exact_mod_cast Nat.add_le_add_right hk 2
    rw [iteratedDeriv_invertedPotential l k E hR (h₁.of_le hle),
      iteratedDeriv_invertedPotential l k E hR (h₂.of_le hle)]
    -- all lower-order terms coincide
    have s : ∀ i ∈ Finset.range (k + 1), iteratedDeriv (i + 1) p₁ R
        = iteratedDeriv (i + 1) p₂ R := fun i hi =>
      h (i + 1) (by omega) (by have := Finset.mem_range.mp hi; omega)
    have t : ∀ i, iteratedDeriv (k - i + 1) p₁ R = iteratedDeriv (k - i + 1) p₂ R :=
      fun i => h (k - i + 1) (by omega) (by omega)
    have S₁ : ∑ i ∈ Finset.range (k + 1), (k.choose i : ℝ) * iteratedDeriv (i + 1) p₁ R
          * iteratedDeriv (k - i) (fun r : ℝ => ((l : ℝ) + 1) / r) R
        = ∑ i ∈ Finset.range (k + 1), (k.choose i : ℝ) * iteratedDeriv (i + 1) p₂ R
          * iteratedDeriv (k - i) (fun r : ℝ => ((l : ℝ) + 1) / r) R :=
      Finset.sum_congr rfl fun i hi => by rw [s i hi]
    have S₂ : ∑ i ∈ Finset.range (k + 1), (k.choose i : ℝ) * iteratedDeriv (i + 1) p₁ R
          * iteratedDeriv (k - i + 1) p₁ R
        = ∑ i ∈ Finset.range (k + 1), (k.choose i : ℝ) * iteratedDeriv (i + 1) p₂ R
          * iteratedDeriv (k - i + 1) p₂ R :=
      Finset.sum_congr rfl fun i hi => by rw [s i hi, t i]
    rw [S₁, S₂]
    ring
  refine ⟨fun k hk => ?_, key n le_rfl⟩
  have hk' := key k hk.le
  rw [h (k + 2) (by omega) (by omega)] at hk'
  linarith

/-- Kerker matching: if `p₁`, `p₂` are `C^3` near `R > 0` with equal first and second derivatives at
`R`, the two potentials agree at `R` and their slopes there differ by half the difference of the
third derivatives of `p₁` and `p₂`. -/
theorem kerker_slope_jump (l : ℕ) (E : ℝ) {p₁ p₂ : ℝ → ℝ} {R : ℝ} (hR : 0 < R)
    (h₁ : ContDiffAt ℝ (3 : ℕ) p₁ R) (h₂ : ContDiffAt ℝ (3 : ℕ) p₂ R)
    (hd : deriv p₁ R = deriv p₂ R) (hdd : iteratedDeriv 2 p₁ R = iteratedDeriv 2 p₂ R) :
    invertedPotential l E p₁ R = invertedPotential l E p₂ R ∧
    deriv (invertedPotential l E p₁) R - deriv (invertedPotential l E p₂) R
      = (iteratedDeriv 3 p₁ R - iteratedDeriv 3 p₂ R) / 2 := by
  have H := potential_jump l 1 E hR h₁ h₂ (by
    intro j hj hj'
    obtain rfl | rfl : j = 1 ∨ j = 2 := by omega
    · rw [iteratedDeriv_one, iteratedDeriv_one, hd]
    · exact hdd)
  have H0 := H.1 0 one_pos
  have H1 := H.2
  rw [iteratedDeriv_zero, iteratedDeriv_zero] at H0
  rw [iteratedDeriv_one, iteratedDeriv_one] at H1
  exact ⟨H0, H1⟩

/-- Troullier-Martins matching: if `p₁`, `p₂` are `C^5` near `R > 0` with equal derivatives of
orders `1` to `4` at `R`, the potentials agree there up to second derivatives, and the third
derivative jumps by half the jump of the fifth derivative of `p`. -/
theorem troullier_martins_jump (l : ℕ) (E : ℝ) {p₁ p₂ : ℝ → ℝ} {R : ℝ} (hR : 0 < R)
    (h₁ : ContDiffAt ℝ (5 : ℕ) p₁ R) (h₂ : ContDiffAt ℝ (5 : ℕ) p₂ R)
    (h : ∀ j, 1 ≤ j → j ≤ 4 → iteratedDeriv j p₁ R = iteratedDeriv j p₂ R) :
    (∀ k ≤ 2, iteratedDeriv k (invertedPotential l E p₁) R
      = iteratedDeriv k (invertedPotential l E p₂) R) ∧
    iteratedDeriv 3 (invertedPotential l E p₁) R - iteratedDeriv 3 (invertedPotential l E p₂) R
      = (iteratedDeriv 5 p₁ R - iteratedDeriv 5 p₂ R) / 2 := by
  have H := potential_jump l 3 E hR h₁ h₂ h
  exact ⟨fun k hk => H.1 k (by omega), H.2⟩

/-- The `j`-th derivative of `c (r-R)^m` is `c m(m-1)...(m-j+1) (r-R)^(m-j)` for `j ≤ m`,
and zero for `j > m`. -/
lemma iteratedDeriv_shifted_pow (c R : ℝ) (m j : ℕ) :
    iteratedDeriv j (fun r : ℝ => c * (r - R) ^ m)
      = fun r => c * (m.descFactorial j : ℝ) * (r - R) ^ (m - j) := by
  induction j with
  | zero => simp [iteratedDeriv_zero]
  | succ j ih =>
    rw [iteratedDeriv_succ, ih]
    funext r
    have h := (((hasDerivAt_id' r).sub_const R).fun_pow (m - j)).const_mul
      (c * (m.descFactorial j : ℝ))
    rw [h.deriv, Nat.descFactorial_succ, Nat.sub_add_eq]
    push_cast
    ring

/-- For `p` of class `C^(n+2)` near `R > 0`, adding `c (r-R)^(n+2)` to `p` keeps all derivatives of
the potential below order `n` at `R` and shifts the `n`-th by `c (n+2)!/2`. -/
theorem jump_of_added_power (l n : ℕ) (E c : ℝ) {p : ℝ → ℝ} {R : ℝ} (hR : 0 < R)
    (hp : ContDiffAt ℝ (n + 2 : ℕ) p R) :
    (∀ k < n, iteratedDeriv k (invertedPotential l E (p + fun r => c * (r - R) ^ (n + 2))) R
      = iteratedDeriv k (invertedPotential l E p) R) ∧
    iteratedDeriv n (invertedPotential l E (p + fun r => c * (r - R) ^ (n + 2))) R
      - iteratedDeriv n (invertedPotential l E p) R = c * ((n + 2).factorial : ℝ) / 2 := by
  have hq : ∀ j : ℕ, ContDiffAt ℝ j (fun r : ℝ => c * (r - R) ^ (n + 2)) R :=
    fun j => by fun_prop
  have hadd : ∀ j ≤ n + 2, iteratedDeriv j (p + fun r => c * (r - R) ^ (n + 2)) R
      = iteratedDeriv j p R
        + c * ((n + 2).descFactorial j : ℝ) * (R - R) ^ (n + 2 - j) := by
    intro j hj
    rw [iteratedDeriv_add (hp.of_le (by exact_mod_cast hj)) (hq j), iteratedDeriv_shifted_pow]
  have hs : ContDiffAt ℝ (n + 2 : ℕ) (p + fun r => c * (r - R) ^ (n + 2)) R :=
    hp.add (hq (n + 2))
  have H := potential_jump l n E hR hs hp (by
    intro j _ hj
    have hne : n + 2 - j ≠ 0 := by omega
    refine (hadd j (by omega)).trans ?_
    rw [sub_self, zero_pow hne, mul_zero, add_zero])
  refine ⟨H.1, H.2.trans ?_⟩
  -- only the top derivative of the added power survives at `R`
  have htop := hadd (n + 2) le_rfl
  rw [Nat.descFactorial_self, Nat.sub_self, pow_zero, mul_one] at htop
  linarith [htop]

end

end PseudopotentialMatching
```

```lean
#print axioms PseudopotentialMatching.radial_schrodinger
-- 'PseudopotentialMatching.radial_schrodinger' depends on axioms: [propext, Classical.choice, Quot.sound]
#print axioms PseudopotentialMatching.kerker_slope_jump
-- 'PseudopotentialMatching.kerker_slope_jump' depends on axioms: [propext, Classical.choice, Quot.sound]
#print axioms PseudopotentialMatching.troullier_martins_jump
-- 'PseudopotentialMatching.troullier_martins_jump' depends on axioms: [propext, Classical.choice, Quot.sound]
#print axioms PseudopotentialMatching.jump_of_added_power
-- 'PseudopotentialMatching.jump_of_added_power' depends on axioms: [propext, Classical.choice, Quot.sound]
```

## From the radial equation to the jump in Lean

`radial_schrodinger` confirms that the formula for $V$ is the inversion of the radial equation. Its step `hu` is the logarithmic derivative of $u$. A second differentiation needs that formula at all points near $r$, not only at $r$, and `hev` supplies this. After that, `field_simp` and `ring` collect the terms.

`contDiffAt_deriv` records that $p'$ is $k$ times continuously differentiable near $R$ when $p$ is $k+1$ times continuously differentiable there, and `iteratedDeriv_scale` moves the factor $\tfrac12$ through the derivatives. `iteratedDeriv_invertedPotential` is the displayed formula for $V^{(k)}(R)$, with the term in $E$ left as the $k$-th derivative of a constant function.

In `potential_jump`, the statement `key` is the subtraction for every $k\le n$. The equalities `S₁` and `S₂` identify the two pairs of sums, and `ring` leaves half the difference of the leading terms. The last lines use `h` at order $k+2$ to make this zero when $k<n$. `kerker_slope_jump` and `troullier_martins_jump` then set $n=1$ and $n=3$.

`iteratedDeriv_shifted_pow` differentiates $c(r-R)^m$ by induction; `descFactorial` is the product $m(m-1)\cdots(m-j+1)$. `jump_of_added_power` applies the main theorem to $p+c(r-R)^{n+2}$ and $p$. At $R$ every positive power of $R-R$ vanishes, so only the derivative of order $n+2$ survives.

## A closer look at `iteratedDeriv_mul`

The Leibniz rule comes from Mathlib as `iteratedDeriv_mul`. It works at a single point: if two functions are $k$ times continuously differentiable there, the $k$-th derivative of their product is the binomial sum. Smoothness near $R$ is therefore enough, and the singularity of $g$ at the origin does no harm.

The rule applies to a product of functions, whereas `invertedPotential` is defined by a formula in $r$. The step `hV` rewrites the potential as a sum containing `deriv p * deriv p` and the product of `deriv p` with $g$. The rule then yields derivatives of $p'$, and `iteratedDeriv_succ'` identifies the $i$-th derivative of $p'$ with the $(i+1)$-th of $p$. This shift by one is why no sum contains the undifferentiated $p$, and hence why the matching hypothesis can start at order $1$.
